# The response to n equal fields determines exactly the symmetrised n-th-order susceptibility

Apply one electric field E to a nonlinear material and record the second-order polarization. In Cartesian components, with an instantaneous response and constant prefactors absorbed into χ,

P_a = Σ_bc χ_abc E_b E_c.

Since E_b E_c = E_c E_b, only the combination χ_abc + χ_acb enters. A part of χ that changes sign when b and c are exchanged leaves no trace, whatever field is applied. At order n there are n! orderings of the field arguments, and the question is what the response to one field at a time, known for every choice of that field, still fixes. It fixes the average of the susceptibility over these orderings, and nothing more.

For finite-field calculations of hyperpolarizabilities, this means that the order-n part of the dipole, known for every uniform field, fixes the symmetrised tensor, provided that this part has been isolated and is given by an n-linear map with all its arguments equal to the field.

## The susceptibility as an n-linear map

Let V be the real vector space of fields and W that of polarizations. The n-th-order susceptibility is a map T that takes n fields v(0), …, v(n−1) to a polarization and is linear in each of them. In Lean it is a `MultilinearMap ℝ (fun _ : Fin n => V) W`, where `Fin n` numbers the arguments from 0. Neither space needs a finite dimension.

The response to a single field is T(E, …, E), written `T (fun _ => E)`. It is called degenerate below because all n arguments are the same field; in optics the word often means only that the frequencies are equal.

With V = ℝ³ the model describes a static or instantaneous response. V may also be a space of real field histories, and a permutation then moves each history as a whole, time dependence and direction together. What the hypotheses leave to physics is the expansion itself: that the polarization of the material has an order-n part of this n-linear form.

```lean
import Mathlib

open Finset

namespace IntrinsicPermutationSymmetry

noncomputable section

variable {V W : Type*} [AddCommGroup V] [Module ℝ V] [AddCommGroup W] [Module ℝ W] {n : ℕ}
```

The argument uses superpositions with amplitudes +1 and −1. A choice of signs is a function ε from the field labels to {+1, −1}; it has nothing to do with a permittivity. Lean takes the signs from `ℤˣ`, the invertible integers, and `sgn` turns such a sign into a real number. It is not the sign of a permutation.

```lean
/-- The sign `+1` or `-1` of a field amplitude, as a real number. -/
def sgn (u : ℤˣ) : ℝ := ((u : ℤ) : ℝ)
```

The symmetrised susceptibility is the average over all permutations σ of the arguments:

(sym T)(v) = (1/n!) Σ_σ T(v(σ(0)), …, v(σ(n−1))).

Only the input fields are permuted. The direction of the polarization stays where it is, so this is weaker than a symmetry that also exchanges input and output indices.

```lean
/-- The symmetrised susceptibility: the average of `T` over all permutations of its `n`
field arguments. -/
def symPart (T : MultilinearMap ℝ (fun _ : Fin n => V) W) :
    MultilinearMap ℝ (fun _ : Fin n => V) W :=
  ((n.factorial : ℝ)⁻¹) • ∑ σ : Equiv.Perm (Fin n), T.domDomCongr σ
```

Because `symPart T` is built from multilinear maps by addition and scaling, it is again an n-linear susceptibility.

## Recovering the permutation sum from superposed fields

Apply the superposition Σ_i ε(i) v(i) in every argument. Multilinearity gives one term for each assignment f of fields to arguments:

T(Σ_i ε(i) v(i), …) = Σ_f [∏_k ε(f(k))] T(v(f(0)), …, v(f(n−1))).

Now multiply by ∏_i ε(i) and sum over all 2^n sign choices. The term of f acquires the coefficient

C(f) = Σ_ε ∏_i ε(i) ∏_i ε(f(i)).

Suppose that f leaves out field j. Reversing ε(j) changes the sign of the first product and leaves the second alone. The reversal only rearranges the set of sign choices, so C(f) = −C(f), and hence C(f) = 0.

```lean
/-- If the assignment `f` of fields to arguments leaves out some field, its contribution cancels
in the signed sum over all sign choices. -/
theorem sign_sum_eq_zero (f : Fin n → Fin n) (hf : ¬ Function.Surjective f) :
    ∑ ε : Fin n → ℤˣ, (∏ i, sgn (ε i)) * ∏ i, sgn (ε (f i)) = 0 := by
  simp only [Function.Surjective, not_forall, not_exists] at hf
  obtain ⟨j, hj⟩ := hf
  -- reversing the sign of the missing field `j` reverses the sign of every term
  obtain ⟨u, hu⟩ : ∃ u : Fin n → ℤˣ, u = fun i => if i = j then -1 else 1 := ⟨_, rfl⟩
  have h1 : ∏ i, sgn (u i) = -1 := by
    rw [Finset.prod_eq_single j]
    · simp [hu, sgn]
    · intro b _ hb
      simp [hu, sgn, hb]
    · simp
  have hflip : ∀ ε : Fin n → ℤˣ,
      (∏ i, sgn ((u * ε) i)) * ∏ i, sgn ((u * ε) (f i))
        = -((∏ i, sgn (ε i)) * ∏ i, sgn (ε (f i))) := by
    intro ε
    have h2 : ∏ i, sgn ((u * ε) i) = -∏ i, sgn (ε i) := by
      have h : ∀ i, sgn ((u * ε) i) = sgn (u i) * sgn (ε i) := by
        intro i
        simp [sgn]
      rw [Finset.prod_congr rfl (fun i _ => h i), Finset.prod_mul_distrib, h1, neg_one_mul]
    have h3 : ∏ i, sgn ((u * ε) (f i)) = ∏ i, sgn (ε (f i)) :=
      Finset.prod_congr rfl fun i _ => by simp [sgn, hu, hj i]
    rw [h2, h3, neg_mul]
  have h : ∑ ε : Fin n → ℤˣ, -((∏ i, sgn (ε i)) * ∏ i, sgn (ε (f i)))
      = ∑ ε : Fin n → ℤˣ, (∏ i, sgn (ε i)) * ∏ i, sgn (ε (f i)) :=
    Fintype.sum_equiv (Equiv.mulLeft u) _ _ (fun ε => (hflip ε).symm)
  rw [Finset.sum_neg_distrib] at h
  linarith
```

Here "leaves out some field" is the hypothesis that `f` is not surjective. The function `u` is −1 at `j` and +1 elsewhere, and multiplication by `u` is the reversal. `h2` and `h3` treat the two products, `hflip` combines them, and `Fintype.sum_equiv` carries out the rearrangement of the sum.

If f is a permutation σ, every field occurs once. Then ∏_i ε(σ(i)) = ∏_i ε(i), each summand is the square of ±1, and

C(σ) = 2^n.

```lean
/-- If every field is used exactly once, all `2 ^ n` sign choices contribute `+1`. -/
theorem sign_sum_perm (σ : Equiv.Perm (Fin n)) :
    ∑ ε : Fin n → ℤˣ, (∏ i, sgn (ε i)) * ∏ i, sgn (ε (σ i)) = 2 ^ n := by
  have h : ∀ ε : Fin n → ℤˣ, (∏ i, sgn (ε i)) * ∏ i, sgn (ε (σ i)) = 1 := by
    intro ε
    rw [Equiv.prod_comp σ (fun i => sgn (ε i)), ← Finset.prod_mul_distrib]
    refine Finset.prod_eq_one fun i _ => ?_
    rcases Int.units_eq_one_or (ε i) with h | h <;> simp [h, sgn]
  rw [Finset.sum_congr rfl (fun ε _ => h ε)]
  simp [Fintype.card_units_int]
```

An assignment of n fields to n arguments that uses every field is a permutation, so the two cases are exhaustive. What remains is a polarization identity, an algebraic term that has nothing to do with the electric polarization:

Σ_ε [∏_i ε(i)] T(Σ_i ε(i) v(i), …) = 2^n Σ_σ T(v(σ(0)), …, v(σ(n−1))).

For n = 2, with fields a and b, it reads

2 T(a+b, a+b) − 2 T(a−b, a−b) = 4 [T(a, b) + T(b, a)].

The left side contains only degenerate responses. The Lean name `phase_cycling` alludes to the spectroscopic procedure of that name; the only phases here are 0 and π.

```lean
/-- Polarization identity: the degenerate responses to the superpositions `∑ ± v i`, weighted by
the product of the signs, add up to `2 ^ n` times the permutation sum of `T`. -/
theorem phase_cycling (T : MultilinearMap ℝ (fun _ : Fin n => V) W) (v : Fin n → V) :
    ∑ ε : Fin n → ℤˣ, (∏ i, sgn (ε i)) • T (fun _ => ∑ i, sgn (ε i) • v i)
      = (2 ^ n : ℝ) • ∑ σ : Equiv.Perm (Fin n), T (fun i => v (σ i)) := by
  -- expand the response to a superposition by multilinearity
  have expand : ∀ c : Fin n → ℝ, T (fun _ => ∑ i, c i • v i)
      = ∑ f : Fin n → Fin n, (∏ k, c (f k)) • T (fun k => v (f k)) := by
    intro c
    rw [T.map_sum (α := fun _ => Fin n) (fun _ i => c i • v i)]
    exact Finset.sum_congr rfl fun f _ =>
      T.map_smul_univ (fun k => c (f k)) (fun k => v (f k))
  rw [Finset.sum_congr rfl (fun ε _ => by rw [expand (fun i => sgn (ε i)), Finset.smul_sum]),
    Finset.sum_comm, Finset.smul_sum]
  simp only [smul_smul, ← Finset.sum_smul]
  -- only the bijective assignments survive
  symm
  refine Fintype.sum_of_injective (fun σ : Equiv.Perm (Fin n) => (σ : Fin n → Fin n))
    DFunLike.coe_injective _ _ ?_ ?_
  · intro f hf
    rw [sign_sum_eq_zero f, zero_smul]
    intro hs
    exact hf ⟨Equiv.ofBijective f ⟨Finite.injective_iff_surjective.mpr hs, hs⟩, rfl⟩
  · intro σ
    rw [sign_sum_perm σ]
```

The step `expand` is the multilinear expansion. After the sums over ε and f are exchanged, `Fintype.sum_of_injective` compares the sum over permutations with the sum over all assignments, using the two preceding lemmas for the terms that vanish and the terms that survive.

## When the degenerate response vanishes

If T(E, …, E) = 0 for every E, the left side of the identity is zero. Dividing by 2^n gives

Σ_σ T(v(σ(0)), …, v(σ(n−1))) = 0 for all fields v(0), …, v(n−1).

Conversely, if this sum vanishes for all fields, set every v(i) equal to E. All n! terms coincide, so n! T(E, …, E) = 0 and the degenerate response is zero.

```lean
/-- The degenerate response vanishes for every field exactly when the sum of the susceptibility
over all permutations of its arguments vanishes identically. -/
theorem degenerate_response_zero_iff (T : MultilinearMap ℝ (fun _ : Fin n => V) W) :
    (∀ E : V, T (fun _ => E) = 0) ↔
      ∀ v : Fin n → V, ∑ σ : Equiv.Perm (Fin n), T (fun i => v (σ i)) = 0 := by
  constructor
  · intro h v
    have hp := phase_cycling T v
    simp only [h, smul_zero, Finset.sum_const_zero] at hp
    exact (smul_eq_zero.mp hp.symm).resolve_left (by positivity)
  · intro h E
    have hE := h (fun _ => E)
    rw [Finset.sum_const, Finset.card_univ, Fintype.card_perm, Fintype.card_fin,
      ← Nat.cast_smul_eq_nsmul ℝ] at hE
    exact (smul_eq_zero.mp hE).resolve_left (Nat.cast_ne_zero.mpr n.factorial_ne_zero)
```

The theorem states this equivalence for every order n, including n = 0 and n = 1, where the only permutation is the identity. In each direction `smul_eq_zero` performs the division, by 2^n in the first and by n! in the second.

## What the symmetrised part retains

Evaluated on n fields, the symmetrised susceptibility is the permutation sum divided by n!, as in its definition.

```lean
/-- The symmetrised susceptibility, evaluated on `n` fields, is the permutation sum of `T`
divided by `n!`. -/
theorem symPart_apply (T : MultilinearMap ℝ (fun _ : Fin n => V) W) (v : Fin n → V) :
    symPart T v
      = ((n.factorial : ℝ)⁻¹) • ∑ σ : Equiv.Perm (Fin n), T (fun i => v (σ i)) := by
  simp [symPart, _root_.sum_apply]
```

It has intrinsic permutation symmetry. Permuting the fields by τ replaces σ by τσ in the sum, and τσ runs over all permutations when σ does:

(sym T)(v(τ(0)), …, v(τ(n−1))) = (sym T)(v(0), …, v(n−1)).

```lean
/-- Intrinsic permutation symmetry: the symmetrised susceptibility is unchanged when its field
arguments are permuted. -/
theorem symPart_perm (T : MultilinearMap ℝ (fun _ : Fin n => V) W)
    (τ : Equiv.Perm (Fin n)) (v : Fin n → V) :
    symPart T (fun i => v (τ i)) = symPart T v := by
  rw [symPart_apply, symPart_apply]
  congr 1
  exact Fintype.sum_equiv (Equiv.mulLeft τ) _ _ (fun σ => rfl)
```

If T takes the same value for every ordering of some particular fields v, the average over orderings is that value:

(sym T)(v) = (1/n!) · n! · T(v) = T(v).

```lean
/-- A susceptibility that is already permutation symmetric on the fields `v` agrees there with
its symmetrised part. -/
theorem symPart_eq_of_symm (T : MultilinearMap ℝ (fun _ : Fin n => V) W) (v : Fin n → V)
    (h : ∀ σ : Equiv.Perm (Fin n), T (fun i => v (σ i)) = T v) : symPart T v = T v := by
  rw [symPart_apply, Finset.sum_congr rfl (fun σ _ => h σ), Finset.sum_const,
    Finset.card_univ, Fintype.card_perm, Fintype.card_fin, ← Nat.cast_smul_eq_nsmul ℝ,
    smul_smul, inv_mul_cancel₀ (Nat.cast_ne_zero.mpr n.factorial_ne_zero), one_smul]
```

The hypothesis concerns only the given `v`, which makes the lemma usable in two ways. For n equal fields it holds for any T, so sym T and T have the same degenerate response. For a T that is symmetric on all fields, it gives sym T = T.

Now take two susceptibilities T and T′. If their degenerate responses agree for every field, that of T − T′ vanishes, so its permutation sum vanishes, and

sym T = sym T′.

If instead the symmetrised parts agree, then T(E, …, E) = (sym T)(E, …, E) = (sym T′)(E, …, E) = T′(E, …, E).

```lean
/-- Two susceptibilities give the same degenerate response to every field exactly when their
symmetrised parts coincide. -/
theorem same_response_iff (T T' : MultilinearMap ℝ (fun _ : Fin n => V) W) :
    (∀ E : V, T (fun _ => E) = T' (fun _ => E)) ↔ symPart T = symPart T' := by
  constructor
  · intro h
    ext v
    have hd := (degenerate_response_zero_iff (T - T')).1
      (fun E => by rw [sub_apply, h E, sub_self]) v
    simp only [sub_apply, Finset.sum_sub_distrib] at hd
    rw [symPart_apply, symPart_apply, sub_eq_zero.mp hd]
  · intro h E
    rw [← symPart_eq_of_symm T (fun _ => E) (fun _ => rfl), h,
      symPart_eq_of_symm T' (fun _ => E) (fun _ => rfl)]
```

This is the precise sense of "determines exactly": the degenerate response fixes the symmetrised part, and the symmetrised part fixes the degenerate response.

It follows that a symmetric susceptibility S with the same degenerate response as T can only be sym T, because

S = sym S = sym T.

```lean
/-- A permutation-symmetric susceptibility `S` with the same degenerate response as `T` is the
symmetrised part of `T`. -/
theorem symmetric_unique (S T : MultilinearMap ℝ (fun _ : Fin n => V) W)
    (hS : ∀ (σ : Equiv.Perm (Fin n)) (v : Fin n → V), S (fun i => v (σ i)) = S v)
    (h : ∀ E : V, S (fun _ => E) = T (fun _ => E)) : S = symPart T := by
  rw [← (same_response_iff S T).1 h]
  ext v
  exact (symPart_eq_of_symm S v (fun σ => hS σ v)).symm
```

The hypothesis `hS` is the permutation symmetry of S, and `h` is the agreement of the responses. Quoting a permutation-symmetric tensor for a measured single-field response is therefore a convention that selects one definite susceptibility among those compatible with the data.

## A second-order susceptibility that no applied field reveals

For two fields E and F in a plane, with components numbered 0 and 1, let

T(E, F) = E₀ F₁ − E₁ F₀.

Here E₀ is a component and not an amplitude. This is the component of E × F normal to the plane, and its value stands for one component of the polarization. For the two unit vectors along the axes it equals 1, so T is not zero. For equal fields,

T(E, E) = E₀ E₁ − E₁ E₀ = 0.

With an instantaneous response, this component of the second-order polarization therefore vanishes for every field in the plane. Applying two fields together does not change this: the material responds to their sum, and T(E + F, E + F) = 0. The values of T at unequal arguments enter only through T(E, F) + T(F, E), which is zero. With memory, the arguments are whole field histories, and a susceptibility that is antisymmetric in the directions alone can give a response, because exchanging the directions is then not the same as exchanging the fields.

```lean
/-- The second-order susceptibility `T(E, F) = E₀ F₁ - E₁ F₀` in the plane is not zero, yet its
degenerate response vanishes for every field. -/
theorem antisymmetric_invisible :
    ∃ T : MultilinearMap ℝ (fun _ : Fin 2 => Fin 2 → ℝ) ℝ,
      (∀ v, T v = v 0 0 * v 1 1 - v 0 1 * v 1 0) ∧ T ≠ 0 ∧ ∀ E, T (fun _ => E) = 0 := by
  -- this form is the determinant of the two field vectors
  have hT : ∀ v : Fin 2 → Fin 2 → ℝ,
      (Matrix.detRowAlternating (n := Fin 2) (R := ℝ)).toMultilinearMap v
        = v 0 0 * v 1 1 - v 0 1 * v 1 0 := fun v => Matrix.det_fin_two (Matrix.of v)
  refine ⟨(Matrix.detRowAlternating (n := Fin 2) (R := ℝ)).toMultilinearMap, hT, ?_, ?_⟩
  · intro h0
    have h := hT ![![1, 0], ![0, 1]]
    rw [h0] at h
    simp at h
  · intro E
    rw [hT]
    ring

end

end IntrinsicPermutationSymmetry
```

In the code `v 0` is E and `v 1` is F, so `v 0 1` is the component E₁. The map is taken from Mathlib as the determinant of the two field vectors, which supplies its bilinearity, and `hT` identifies it with the formula above. Evaluation on the unit vectors shows that it is not zero, and `ring` cancels the two products when the fields are equal.

```lean
#print axioms IntrinsicPermutationSymmetry.symPart_perm
-- 'IntrinsicPermutationSymmetry.symPart_perm' depends on axioms: [propext, Classical.choice, Quot.sound]
#print axioms IntrinsicPermutationSymmetry.same_response_iff
-- 'IntrinsicPermutationSymmetry.same_response_iff' depends on axioms: [propext, Classical.choice, Quot.sound]
#print axioms IntrinsicPermutationSymmetry.symmetric_unique
-- 'IntrinsicPermutationSymmetry.symmetric_unique' depends on axioms: [propext, Classical.choice, Quot.sound]
#print axioms IntrinsicPermutationSymmetry.antisymmetric_invisible
-- 'IntrinsicPermutationSymmetry.antisymmetric_invisible' depends on axioms: [propext, Classical.choice, Quot.sound]
```
